# For a Wannier orbital on two adjacent lattice points, the discretised spread increases strictly to the position variance

Q: What is being calculated, and in which conventions?

A: The physical question is how the spread of a Wannier orbital, estimated from Bloch vectors on \(N\) momenta, depends on \(N\). Lengths are in units of the lattice constant, and the Brillouin zone has length \(2\pi\). The model is tight-binding, and position means the number of the cell; distances within a cell are left out. The Bloch vector is

\[
u_k=(a,\;b\,e^{ik}),\qquad |a|^2+|b|^2=1 .
\]

The complex numbers \(a\) and \(b\) are amplitudes; \(b\) is not the mesh vector that often carries this letter in the Wannier literature.

```lean
import Mathlib

open Filter Topology Matrix
open scoped Real

namespace DiscretisedWannierSpread

noncomputable section

/-- The two-component Bloch vector `(a, b exp(ik))` at crystal momentum `k`. -/
def blochVector (a b : ℂ) (k : ℝ) : Fin 2 → ℂ :=
  ![a, b * Complex.exp (k * Complex.I)]
```

The overlap is conjugate-linear in its first argument.

```lean
/-- The Hermitian overlap `⟨u, v⟩` of two Bloch vectors. -/
def overlap (u v : Fin 2 → ℂ) : ℂ := star u ⬝ᵥ v
```

Write \(u_j\) for the Bloch vector at \(k=2\pi j/N\). The estimate averages \((1-|\langle u_j,u_{j+1}\rangle|^2)/(2\pi/N)^2\) over the links \(j=0,\dots,N-1\). The last link ends at \(k=2\pi\), where the Bloch vector is again \(u_0\), so the loop closes.

```lean
/-- The spread estimate on a mesh of `N ≥ 1` momenta: the average over all links of
`(1 - |⟨u_j, u_(j+1)⟩|²) / (2π/N)²`. -/
def spreadEstimate (a b : ℂ) (N : ℕ) : ℝ :=
  (1 / (N : ℝ)) * ∑ j ∈ Finset.range N,
    (1 - ‖overlap (blochVector a b (2 * π * j / N))
      (blochVector a b (2 * π * (j + 1) / N))‖ ^ 2) / (2 * π / N) ^ 2
```

The quantity to compare it with is the variance of an orbital with amplitudes \(a\) at position 0 and \(b\) at position 1.

```lean
/-- The position variance `⟨x²⟩ - ⟨x⟩²`, in units of the lattice constant squared, of a normalised
orbital with amplitude `a` in the cell at `0` and `b` in the cell at `1`. -/
def positionVariance (a b : ℂ) : ℝ :=
  (0 ^ 2 * ‖a‖ ^ 2 + 1 ^ 2 * ‖b‖ ^ 2) - (0 * ‖a‖ ^ 2 + 1 * ‖b‖ ^ 2) ^ 2
```

Q: You have written that variance down separately. What ties it to \(u_k\)?

A: A Fourier transform, which is the step the formal model leaves to the reader. With \(\psi_k(R)=e^{ikR}u_k\),

\[
w(R)=\int_0^{2\pi}\frac{dk}{2\pi}\,e^{ikR}u_k=(a\,\delta_{R,0},\;b\,\delta_{R,-1}).
\]

This is the mirror image of the orbital in the definition and has the same variance, provided both components sit at the same point within their cell. A \(k\)-dependent phase on \(u_k\) would leave the estimate alone but could change the orbital, so the comparison is with the orbital of this particular gauge.

Q: Then what is the variance?

A: Since positions 0 and 1 have probabilities \(|a|^2\) and \(|b|^2\),

\[
V=|b|^2-|b|^4=|b|^2(1-|b|^2)=|a|^2|b|^2 .
\]

In Lean the normalisation is the hypothesis `h`, and one multiple of it closes the identity.

```lean
/-- For a normalised orbital on two adjacent cells, the position variance is the product of the
two occupation probabilities. -/
theorem positionVariance_eq {a b : ℂ} (h : ‖a‖ ^ 2 + ‖b‖ ^ 2 = 1) :
    positionVariance a b = ‖a‖ ^ 2 * ‖b‖ ^ 2 := by
  unfold positionVariance
  linear_combination (-‖b‖ ^ 2) * h
```

Q: And the overlaps? I would expect them to depend on \(k\).

A: The phases at \(k\) cancel, leaving \(\langle u_k,u_{k+q}\rangle=|a|^2+|b|^2e^{iq}\). Therefore

\[
\begin{aligned}
|\langle u_k,u_{k+q}\rangle|^2
&=|a|^4+|b|^4+2|a|^2|b|^2\cos q\\
&=(|a|^2+|b|^2)^2-2|a|^2|b|^2(1-\cos q)\\
&=1-4|a|^2|b|^2\sin^2(q/2).
\end{aligned}
\]

In the proof, `hphase` is the cancellation, `hov` the resulting overlap and `hcos` the half-angle formula. The final `linear_combination` assembles the three lines above.

```lean
/-- For normalised Bloch vectors, the squared overlap between momenta `k` and `k + q` is
`1 - 4 |a|² |b|² sin²(q/2)`. -/
theorem norm_overlap_sq {a b : ℂ} (h : ‖a‖ ^ 2 + ‖b‖ ^ 2 = 1) (k q : ℝ) :
    ‖overlap (blochVector a b k) (blochVector a b (k + q))‖ ^ 2
      = 1 - 4 * (‖a‖ ^ 2 * ‖b‖ ^ 2) * Real.sin (q / 2) ^ 2 := by
  -- the phases at `k` cancel and only `exp(iq)` survives
  have hphase : star (Complex.exp (k * Complex.I)) * Complex.exp ((k + q : ℝ) * Complex.I)
      = Complex.exp (q * Complex.I) := by
    rw [Complex.star_def, ← Complex.exp_conj, ← Complex.exp_add]
    congr 1
    rw [map_mul, Complex.conj_ofReal, Complex.conj_I]
    push_cast
    ring
  have ha : star a * a = ((‖a‖ ^ 2 : ℝ) : ℂ) := by
    rw [Complex.star_def, Complex.conj_mul']
    push_cast
    rfl
  have hb : star b * b = ((‖b‖ ^ 2 : ℝ) : ℂ) := by
    rw [Complex.star_def, Complex.conj_mul']
    push_cast
    rfl
  have hsum : overlap (blochVector a b k) (blochVector a b (k + q))
      = star a * a + star (b * Complex.exp (k * Complex.I))
        * (b * Complex.exp ((k + q : ℝ) * Complex.I)) := by
    simp only [overlap, blochVector, dotProduct, Fin.sum_univ_two, Pi.star_apply,
      Matrix.cons_val_zero, Matrix.cons_val_one]
  have hov : overlap (blochVector a b k) (blochVector a b (k + q))
      = ((‖a‖ ^ 2 : ℝ) : ℂ) + ((‖b‖ ^ 2 : ℝ) : ℂ) * Complex.exp (q * Complex.I) := by
    rw [hsum, star_mul', ← ha, ← hb, ← hphase]
    ring
  have hcos : Real.cos q = 1 - 2 * Real.sin (q / 2) ^ 2 := by
    have h1 := Real.cos_two_mul (q / 2)
    rw [show 2 * (q / 2) = q by ring] at h1
    linear_combination h1 + 2 * Real.sin_sq_add_cos_sq (q / 2)
  rw [hov, Complex.sq_norm, Complex.normSq_apply]
  simp only [Complex.add_re, Complex.add_im, Complex.ofReal_re, Complex.ofReal_im,
    Complex.re_ofReal_mul, Complex.im_ofReal_mul, Complex.exp_ofReal_mul_I_re,
    Complex.exp_ofReal_mul_I_im]
  linear_combination (‖b‖ ^ 2) ^ 2 * Real.sin_sq_add_cos_sq q
    + 2 * ‖a‖ ^ 2 * ‖b‖ ^ 2 * hcos + (‖a‖ ^ 2 + ‖b‖ ^ 2 + 1) * h
```

Q: So every link contributes equally?

A: Yes. Put \(q=2\pi/N\). The average of \(N\) equal terms is one of them:

\[
S_N=\frac{4V\sin^2(\pi/N)}{(2\pi/N)^2}
=V\left(\frac{N}{\pi}\sin\frac{\pi}{N}\right)^2 .
\]

Here \(S_N\) is `spreadEstimate a b N`. The proof rewrites each link with the overlap formula and sums a constant.

```lean
/-- For normalised Bloch vectors and `N ≥ 1`, the spread estimate is the position variance times
`(N sin(π/N) / π)²`. -/
theorem spreadEstimate_eq {a b : ℂ} (h : ‖a‖ ^ 2 + ‖b‖ ^ 2 = 1) {N : ℕ} (hN : 1 ≤ N) :
    spreadEstimate a b N = positionVariance a b * (N / π * Real.sin (π / N)) ^ 2 := by
  have hN0 : (N : ℝ) ≠ 0 := by positivity
  have hpi := Real.pi_ne_zero
  have hlink (j : ℕ) : 2 * π * ((j : ℝ) + 1) / N = 2 * π * j / N + 2 * π / N := by ring
  have hhalf : 2 * π / (N : ℝ) / 2 = π / N := by ring
  unfold spreadEstimate
  simp only [hlink, norm_overlap_sq h, hhalf, Finset.sum_const, Finset.card_range, nsmul_eq_mul]
  rw [positionVariance_eq h]
  generalize Real.sin (π / N) = s
  field_simp
  ring
```

For the same reason the first link alone gives \(S_N=N^2(1-|\langle u_0,u_1\rangle|^2)/(4\pi^2)\).

```lean
/-- For normalised Bloch vectors and `N ≥ 1`, a single link suffices: the spread estimate equals
`N² (1 - |⟨u_0, u_1⟩|²) / (4π²)`. -/
theorem spreadEstimate_eq_one_link {a b : ℂ} (h : ‖a‖ ^ 2 + ‖b‖ ^ 2 = 1) {N : ℕ} (hN : 1 ≤ N) :
    spreadEstimate a b N = (N : ℝ) ^ 2 *
      (1 - ‖overlap (blochVector a b 0) (blochVector a b (2 * π / N))‖ ^ 2) / (4 * π ^ 2) := by
  have hpi := Real.pi_ne_zero
  have h1 := norm_overlap_sq h 0 (2 * π / N)
  rw [zero_add, show 2 * π / (N : ℝ) / 2 = π / N by ring] at h1
  rw [h1, spreadEstimate_eq h hN, positionVariance_eq h]
  generalize Real.sin (π / N) = s
  field_simp
  ring
```

Q: Why should this grow at every refinement, and not merely in the long run?

A: Because \(\sin x/x\) decreases strictly on \((0,\pi]\). For \(0<x<y\le\pi\), the point \(x\) lies between 0 and \(y\) with weight \(x/y\) on \(y\). Strict concavity of the sine on \([0,\pi]\) gives

\[
\sin x>\frac{x}{y}\sin y,\qquad\text{so}\qquad x\sin y<y\sin x .
\]

The lemma takes the concavity from Mathlib and clears the denominator.

```lean
/-- The ratio `sin x / x` decreases strictly on `(0, π]`, written without division. -/
theorem mul_sin_lt_mul_sin {x y : ℝ} (hx : 0 < x) (hxy : x < y) (hy : y ≤ π) :
    x * Real.sin y < y * Real.sin x := by
  have hy0 : 0 < y := hx.trans hxy
  have hlt : x / y < 1 := (div_lt_one hy0).2 hxy
  -- strict concavity of the sine between `0` and `y`
  have h := strictConcaveOn_sin_Icc.2 (Set.mem_Icc.2 ⟨le_rfl, Real.pi_pos.le⟩)
    (Set.mem_Icc.2 ⟨hy0.le, hy⟩) hy0.ne (sub_pos.2 hlt) (div_pos hx hy0)
    (sub_add_cancel 1 (x / y))
  simp only [smul_eq_mul, Real.sin_zero, mul_zero, zero_add] at h
  rw [div_mul_cancel₀ x hy0.ne', div_mul_eq_mul_div, div_lt_iff₀ hy0] at h
  linarith
```

Now let \(1\le M<N\), and take \(x=\pi/N\), \(y=\pi/M\). Multiplying by \(MN/\pi^2\) gives

\[
0\le\frac{M}{\pi}\sin\frac{\pi}{M}<\frac{N}{\pi}\sin\frac{\pi}{N},
\]

which is `hkey` together with `h0`. Squaring preserves the order, and so does multiplying by \(V>0\). The theorem says exactly this: on the integers \(N\ge1\), written `Set.Ici 1`, the estimate is strictly increasing if both amplitudes are nonzero.

```lean
/-- If both amplitudes of the normalised Bloch vector are nonzero, the spread estimate increases
strictly with the number `N ≥ 1` of momenta. -/
theorem spreadEstimate_strictMonoOn {a b : ℂ} (h : ‖a‖ ^ 2 + ‖b‖ ^ 2 = 1)
    (ha : a ≠ 0) (hb : b ≠ 0) : StrictMonoOn (spreadEstimate a b) (Set.Ici 1) := by
  intro M hM N hN hMN
  have hM1 : 1 ≤ M := hM
  have hN1 : 1 ≤ N := hN
  have hM' : (1 : ℝ) ≤ M := by exact_mod_cast hM1
  have hMN' : (M : ℝ) < N := by exact_mod_cast hMN
  have hM0 : (0 : ℝ) < M := by linarith
  have hN0 : (0 : ℝ) < N := by linarith
  have hpi := Real.pi_pos
  have hle : π / M ≤ π := div_le_self hpi.le hM'
  have hs : 0 ≤ Real.sin (π / M) := Real.sin_nonneg_of_nonneg_of_le_pi (by positivity) hle
  have hlt := mul_sin_lt_mul_sin (div_pos hpi hN0) (div_lt_div_of_pos_left hpi hM0 hMN') hle
  have hV : 0 < positionVariance a b := by
    rw [positionVariance_eq h]
    have := norm_pos_iff.2 ha
    have := norm_pos_iff.2 hb
    positivity
  rw [spreadEstimate_eq h hM1, spreadEstimate_eq h hN1]
  generalize Real.sin (π / M) = s at *
  generalize Real.sin (π / N) = t at *
  have hkey : M / π * s < N / π * t := by
    have hc : 0 < (M : ℝ) * N / π ^ 2 := by positivity
    calc M / π * s = M * N / π ^ 2 * (π / N * s) := by field_simp
      _ < M * N / π ^ 2 * (π / M * t) := by gcongr
      _ = N / π * t := by field_simp
  have h0 : 0 ≤ M / π * s := by positivity
  have hsq : (M / π * s) ^ 2 < (N / π * t) ^ 2 := by nlinarith
  exact mul_lt_mul_of_pos_left hsq hV
```

Q: Is "nonzero" needed, or is it there for convenience?

A: Normalisation alone is not enough. Take \(a=1\), \(b=0\): the Bloch vector is constant, all overlaps are 1, and \(S_N=0\) for every \(N\ge1\).

Q: How far off is a finite mesh?

A: Set \(x=\pi/N\), so that \(0<x\le\pi\). From \(0\le\sin x<x\) we get \(\sin^2x\le x^2\). If \(x<1\), then \(x<\tan x\) gives \(x\cos x<\sin x\), and

\[
x^2(1-x^2)\le x^2(1-\sin^2x)=x^2\cos^2x\le\sin^2x .
\]

If \(x\ge1\), the left-hand side is not positive and the bound is trivial. Dividing by \(x^2\) and multiplying by \(V\) yields

\[
V\left(1-\frac{\pi^2}{N^2}\right)\le S_N\le V .
\]

The lower bound carries information only from \(N=4\) on. In the code, `hup` and `hlow` are the two sine bounds, and `c` stands for \(1/x\).

```lean
/-- For normalised Bloch vectors and `N ≥ 1`, the spread estimate never exceeds the position
variance and falls short of it by at most the fraction `(π/N)²`. -/
theorem spreadEstimate_bounds {a b : ℂ} (h : ‖a‖ ^ 2 + ‖b‖ ^ 2 = 1) {N : ℕ} (hN : 1 ≤ N) :
    positionVariance a b * (1 - (π / N) ^ 2) ≤ spreadEstimate a b N ∧
      spreadEstimate a b N ≤ positionVariance a b := by
  have hN0 : (0 : ℝ) < N := by exact_mod_cast hN
  have hpi := Real.pi_pos
  have hV : 0 ≤ positionVariance a b := by
    rw [positionVariance_eq h]
    positivity
  have hx : 0 < π / (N : ℝ) := by positivity
  have hcx : N / π * (π / N) = 1 := by field_simp
  have hxpi : π / (N : ℝ) ≤ π := div_le_self hpi.le (by exact_mod_cast hN)
  rw [spreadEstimate_eq h hN]
  generalize π / (N : ℝ) = x at *
  generalize (N : ℝ) / π = c at *
  have hs0 : 0 ≤ Real.sin x := Real.sin_nonneg_of_nonneg_of_le_pi hx.le hxpi
  have hup : Real.sin x ^ 2 ≤ x ^ 2 := pow_le_pow_left₀ hs0 (Real.sin_lt hx).le 2
  -- `x cos x < sin x` gives the lower bound when `x < 1`; otherwise it is not positive
  have hlow : x ^ 2 * (1 - x ^ 2) ≤ Real.sin x ^ 2 := by
    rcases lt_or_ge x 1 with h1 | h1
    · have hx2 : x < π / 2 := by linarith [Real.pi_gt_three]
      have hcos : 0 < Real.cos x := Real.cos_pos_of_mem_Ioo ⟨by linarith, hx2⟩
      have htan := Real.lt_tan hx hx2
      rw [Real.tan_eq_sin_div_cos, lt_div_iff₀ hcos] at htan
      have hsq := pow_le_pow_left₀ (mul_pos hx hcos).le htan.le 2
      have hc2 : 1 - x ^ 2 ≤ Real.cos x ^ 2 := by linarith [Real.sin_sq_add_cos_sq x]
      calc x ^ 2 * (1 - x ^ 2) ≤ x ^ 2 * Real.cos x ^ 2 :=
            mul_le_mul_of_nonneg_left hc2 (sq_nonneg x)
        _ = (x * Real.cos x) ^ 2 := by ring
        _ ≤ Real.sin x ^ 2 := hsq
    · have h2 : 1 - x ^ 2 ≤ 0 := by nlinarith
      exact (mul_nonpos_of_nonneg_of_nonpos (sq_nonneg x) h2).trans (sq_nonneg _)
  have hl := mul_le_mul_of_nonneg_left hlow (sq_nonneg c)
  have hu := mul_le_mul_of_nonneg_left hup (sq_nonneg c)
  have e1 : c ^ 2 * (x ^ 2 * (1 - x ^ 2)) = 1 - x ^ 2 := by
    linear_combination (c * x + 1) * (1 - x ^ 2) * hcx
  have e2 : c ^ 2 * x ^ 2 = 1 := by linear_combination (c * x + 1) * hcx
  rw [e1] at hl
  rw [e2] at hu
  rw [mul_pow]
  exact ⟨mul_le_mul_of_nonneg_left hl hV, mul_le_of_le_one_right hV hu⟩
```

Both outer terms tend to \(V\), so squeezing gives \(S_N\to V\). This limit needs normalisation but allows a zero amplitude.

```lean
/-- For normalised Bloch vectors, the spread estimate converges to the position variance as the
momentum mesh is refined. -/
theorem spreadEstimate_tendsto {a b : ℂ} (h : ‖a‖ ^ 2 + ‖b‖ ^ 2 = 1) :
    Tendsto (spreadEstimate a b) atTop (𝓝 (positionVariance a b)) := by
  have hlim : Tendsto (fun N : ℕ => positionVariance a b * (1 - (π / (N : ℝ)) ^ 2)) atTop
      (𝓝 (positionVariance a b)) := by
    have h0 := (((tendsto_const_div_atTop_nhds_zero_nat π).pow 2).const_sub 1).const_mul
      (positionVariance a b)
    simpa using h0
  refine tendsto_of_tendsto_of_tendsto_of_le_of_le' hlim tendsto_const_nhds ?_ ?_
  · filter_upwards [eventually_ge_atTop 1] with N hN using (spreadEstimate_bounds h hN).1
  · filter_upwards [eventually_ge_atTop 1] with N hN using (spreadEstimate_bounds h hN).2
```

Q: Does normalisation matter for the limit, or would any nonzero amplitudes do?

A: They would not. With \(a=b=1\) the squared overlap is \(4\cos^2(\pi/N)\), which tends to 4, so the estimate goes to \(-\infty\).

Q: What does this give for the familiar equal-weight state?

A: For \(u_j=(1,e^{2\pi ij/N})/\sqrt2\) both probabilities are \(1/2\), so \(V=1/4\). The last theorem states that the one-link formula increases strictly for \(N\ge1\) and tends to \(1/4\). Its first values are \(0\) at \(N=1\), where the only link joins \(u_0\) to itself, and \(1/\pi^2\) at \(N=2\). In Lean the common amplitude is `s`, fixed to \(1/\sqrt2\) by `hs`. The proof transfers growth and limit from `spreadEstimate` through the one-link identity.

```lean
/-- For the Bloch vectors `(1, exp(2πij/N))/√2`, the estimate `N² (1 - |⟨u_0, u_1⟩|²) / (4π²)`
increases strictly with `N ≥ 1` and tends to `1/4`. -/
theorem equal_weight_spread (s : ℂ) (hs : s = ((1 / √2 : ℝ) : ℂ)) :
    let estimate : ℕ → ℝ := fun N => (N : ℝ) ^ 2 *
      (1 - ‖overlap (blochVector s s 0) (blochVector s s (2 * π / N))‖ ^ 2) / (4 * π ^ 2)
    StrictMonoOn estimate (Set.Ici 1) ∧ Tendsto estimate atTop (𝓝 (1 / 4)) := by
  intro estimate
  have hn : ‖s‖ ^ 2 = 1 / 2 := by
    rw [hs, Complex.norm_real, Real.norm_eq_abs, sq_abs, div_pow,
      Real.sq_sqrt (by norm_num : (0 : ℝ) ≤ 2), one_pow]
  have h : ‖s‖ ^ 2 + ‖s‖ ^ 2 = 1 := by rw [hn]; norm_num
  have hs0 : s ≠ 0 := by
    rintro h0
    rw [h0, norm_zero] at hn
    norm_num at hn
  have heq : Set.EqOn (spreadEstimate s s) estimate (Set.Ici 1) :=
    fun N hN => spreadEstimate_eq_one_link h hN
  refine ⟨(spreadEstimate_strictMonoOn h hs0 hs0).congr heq, ?_⟩
  have hV : positionVariance s s = 1 / 4 := by
    rw [positionVariance_eq h, hn]
    norm_num
  rw [← hV]
  refine (spreadEstimate_tendsto h).congr' ?_
  filter_upwards [eventually_ge_atTop 1] with N hN using heq hN

end

end DiscretisedWannierSpread
```

```lean
#print axioms DiscretisedWannierSpread.positionVariance_eq
-- 'DiscretisedWannierSpread.positionVariance_eq' depends on axioms: [propext, Classical.choice, Quot.sound]
#print axioms DiscretisedWannierSpread.equal_weight_spread
-- 'DiscretisedWannierSpread.equal_weight_spread' depends on axioms: [propext, Classical.choice, Quot.sound]
```

Q: What may I take from this for an actual Wannier calculation?

A: For one non-interacting band in one dimension, with an orbital on just two adjacent cells and position counted in whole cells, the spread estimate defined here approaches its limit from below, with a relative error of at most \((\pi/N)^2\). Other discretisations of the spread can behave differently. Orbitals with longer tails, several bands and higher dimensions need their own analysis.
